# Counting the connected ring diagrams of two-leg vertices

To expand the free energy of a real Gaussian field \(\phi\) of mean zero in a quadratic perturbation \(\tfrac12\phi^TV\phi\), one needs the numerical factor of the closed ring at each order. At order \(n+1\) there are \(n+1\) vertices with two legs each. Wick's theorem sums over all full contractions of the legs, and the logarithm keeps the connected ones. How many are there?

## Legs, vertices and contractions

```lean
import Mathlib

open Equiv
open scoped Nat

namespace RingDiagrams

variable {α : Type*} {σ τ : Perm α} {n : ℕ}
```

The legs form a type `α` and are distinguishable. The permutation \(\sigma\) sends a leg to the other leg of its vertex, and \(\tau\) sends it to the leg it is contracted with. Both are pairings; contractions within a vertex are allowed.

```lean
/-- A pairing of the legs: a permutation that is its own inverse and fixes no leg. -/
def IsPairing (σ : Perm α) : Prop := ∀ a, σ (σ a) = a ∧ σ a ≠ a
```

`Joined` is the textbook "connected": vertices and propagators lead from any leg to any other.

```lean
/-- The diagram with vertices `σ` and propagators `τ` is connected: the group generated by
`σ` and `τ` acts transitively on the legs. -/
def Joined (σ τ : Perm α) : Prop :=
  MulAction.IsPretransitive (Subgroup.closure ({σ, τ} : Set (Perm α))) α
```

Write \(s=\tau\sigma\) for one step of a walk through the diagram, and \(s^k\) for \(k\) steps.

```lean
/-- One step of the walk: cross the vertex, then follow the propagator. -/
def step (σ τ : Perm α) (a : α) : α := τ (σ a)

/-- The legs at the two ends of the vertex crossing in each of the first `N` steps of the walk from
`x`: `false` marks the leg where the step begins, `true` the leg across the vertex. -/
def traverse (σ τ : Perm α) (x : α) (N : ℕ) (p : Fin N × Bool) : α :=
  cond p.2 (σ ((step σ τ)^[p.1] x)) ((step σ τ)^[p.1] x)
```

The reference diagram has vertices \(0,\dots,n\), counted cyclically. Write \(v\) for its `vertexPairing n` and \(r\) for its `ringPairing n`.

```lean
/-- The legs of `n + 1` numbered vertices, two legs each. -/
abbrev Leg (n : ℕ) := Fin (n + 1) × Bool

/-- The pairing of the two legs of each numbered vertex. -/
def vertexPairing (n : ℕ) : Perm (Leg n) where
  toFun p := (p.1, !p.2)
  invFun p := (p.1, !p.2)
  left_inv := by rintro ⟨i, b⟩; simp
  right_inv := by rintro ⟨i, b⟩; simp

/-- The standard ring: the `true` leg of each vertex is contracted with the `false` leg of
the next one, cyclically. -/
def ringPairing (n : ℕ) : Perm (Leg n) where
  toFun p := (cond p.2 (p.1 + 1) (p.1 - 1), !p.2)
  invFun p := (cond p.2 (p.1 + 1) (p.1 - 1), !p.2)
  left_inv := by rintro ⟨i, _ | _⟩ <;> simp
  right_inv := by rintro ⟨i, _ | _⟩ <;> simp
```

## (a) Relabelling a pairing

Let \(\rho\) be a pairing and \(e\) a bijection of legs. Show that \(\rho'=e\rho e^{-1}\) satisfies
\[\rho'(\rho'(a))=a,\qquad \rho'(a)\neq a.\]

**Solution.** First, \(\rho'^2=e\rho^2e^{-1}=1\). If \(\rho'\) fixed \(a\), then \(\rho\) would fix \(e^{-1}(a)\). Lean writes \(\rho'\) as `e.permCongr ρ`.

```lean
/-- Relabelling the legs turns a pairing into a pairing. -/
theorem IsPairing.relabel {β : Type*} {ρ : Perm β} (h : IsPairing ρ) (e : β ≃ α) :
    IsPairing (e.permCongr ρ) := fun a =>
  ⟨by simp [Equiv.permCongr_apply, (h _).1],
    fun k => (h (e.symm a)).2 (e.injective (k.trans (e.apply_symm_apply a).symm))⟩
```

## (b) Spreading a property through a connected diagram

A property \(P\) is passed on by \(\sigma\) and \(\tau\), and the diagram is connected. Show for all legs \(x,y\) that
\[P(x)\Rightarrow P(y).\]

**Solution.** Since \(\sigma\) and \(\tau\) are their own inverses, \(P(a)\Leftrightarrow P(\sigma a)\), and likewise for \(\tau\). The equivalence survives products and inverses, so it holds for every \(g\) in the generated group (`Subgroup.closure_induction`). Connectedness supplies a \(g\) with \(gx=y\).

```lean
/-- In a connected diagram, a property that holds for one leg and is passed on by vertices
and propagators holds for every leg. -/
theorem joined_induction (hσ : IsPairing σ) (hτ : IsPairing τ) (h : Joined σ τ)
    {P : α → Prop} {x : α} (hx : P x) (h1 : ∀ a, P a → P (σ a))
    (h2 : ∀ a, P a → P (τ a)) (y : α) : P y := by
  have key : ∀ g ∈ Subgroup.closure ({σ, τ} : Set (Perm α)), ∀ a, P a ↔ P (g a) := by
    intro g hg
    induction hg using Subgroup.closure_induction with
    | mem g hg =>
      intro a
      rcases hg with hg | hg
      · rw [hg]
        exact ⟨h1 a, fun k => by have := h1 _ k; rwa [(hσ a).1] at this⟩
      · rw [Set.mem_singleton_iff.mp hg]
        exact ⟨h2 a, fun k => by have := h2 _ k; rwa [(hτ a).1] at this⟩
    | one => intro a; simp
    | mul g k _ _ hg hk => intro a; exact (hk a).trans (hg (k a))
    | inv g _ hg =>
      intro a
      have := hg (g⁻¹ a)
      rw [show g (g⁻¹ a) = a from g.apply_symm_apply a] at this
      exact this.symm
  obtain ⟨g, hg⟩ := h.exists_smul_eq x y
  have hg' : (g : Perm α) x = y := hg
  rw [← hg']
  exact (key g g.2 x).1 hx
```

## (c) A leg at which no step ends

Show for all \(k\ge0\) that
\[s^kx\neq\sigma x.\]

**Solution.** Equality at \(k=0\) would give \(\sigma\) a fixed point, and at \(k=1\) it would give \(\tau\) one. If \(s^{k+2}x=\sigma x\), applying \(\tau\) and then \(\sigma\) gives \(s^k(sx)=\sigma(sx)\), which is the case \(k\) started from \(sx\). Hence the two-step induction.

```lean
/-- For two pairings, the walk from a leg never arrives at the other leg of its vertex. -/
theorem step_ne (hσ : IsPairing σ) (hτ : IsPairing τ) (k : ℕ) :
    ∀ x, (step σ τ)^[k] x ≠ σ x := by
  induction k using Nat.twoStepInduction with
  | zero => intro x h; exact (hσ x).2 h.symm
  | one => intro x h; exact (hτ (σ x)).2 h
  | more k ih _ =>
    -- strip one step from each end of the walk
    intro x h
    rw [Function.iterate_succ_apply', Function.iterate_succ_apply] at h
    have h1 : σ ((step σ τ)^[k] (step σ τ x)) = step σ τ x :=
      (hτ _).1.symm.trans (congrArg τ h)
    exact ih (step σ τ x) ((hσ _).1.symm.trans (congrArg σ h1))
```

## (d) One period covers the diagram

Let the diagram be finite and connected, and let \(N\) be the least positive number with \(s^Nx=x\). Show that every leg occurs exactly once in the list
\[s^kx,\quad \sigma s^kx\qquad(0\le k<N).\]

**Solution.** Within a period the \(s^kx\) are distinct, and so are their \(\sigma\)-images. Suppose \(s^kx=\sigma s^lx\). For \(k\ge l\) this contradicts (c) started from \(s^lx\); for \(k<l\), apply \(\sigma\) to exchange the roles. The list is closed under \(\sigma\), and under \(\tau\) because \(\tau\sigma s^kx=s^{k+1}x\) and the walk is periodic. By (b) it contains every leg.

```lean
/-- In a connected diagram with finitely many legs, one period of the walk meets every leg
exactly once. -/
theorem traverse_bijective [Finite α] (hσ : IsPairing σ) (hτ : IsPairing τ)
    (h : Joined σ τ) (x : α) {N : ℕ} (hN : Function.minimalPeriod (step σ τ) x = N) :
    Function.Bijective (traverse σ τ x N) := by
  subst hN
  have hinj : Function.Injective (step σ τ) := τ.injective.comp σ.injective
  have hpos := Function.minimalPeriod_pos_of_mem_periodicPts (hinj.mem_periodicPts x)
  have aux : ∀ d l, (step σ τ)^[d + l] x ≠ σ ((step σ τ)^[l] x) := fun d l => by
    rw [Function.iterate_add_apply]; exact step_ne hσ hτ d _
  have hne : ∀ k l, (step σ τ)^[k] x ≠ σ ((step σ τ)^[l] x) := by
    intro k l e
    rcases le_total l k with hl | hl
    · obtain ⟨d, rfl⟩ := Nat.exists_eq_add_of_le' hl
      exact aux d l e
    · obtain ⟨d, rfl⟩ := Nat.exists_eq_add_of_le' hl
      exact aux d k (by rw [e, (hσ _).1])
  constructor
  · rintro ⟨k, _ | _⟩ ⟨l, _ | _⟩ e
    · exact Prod.ext (Fin.ext (Function.iterate_injOn_Iio_minimalPeriod k.2 l.2 e)) rfl
    · exact (hne k l e).elim
    · exact (hne l k e.symm).elim
    · have e' : σ ((step σ τ)^[k] x) = σ ((step σ τ)^[l] x) := e
      exact Prod.ext (Fin.ext (Function.iterate_injOn_Iio_minimalPeriod k.2 l.2
        (σ.injective e'))) rfl
  · intro y
    -- the legs met by the walk are closed under vertices and propagators
    have hr : ∃ k, y = (step σ τ)^[k] x ∨ y = σ ((step σ τ)^[k] x) := by
      refine joined_induction hσ hτ h
        (P := fun y => ∃ k, y = (step σ τ)^[k] x ∨ y = σ ((step σ τ)^[k] x))
        (x := x) ⟨0, Or.inl rfl⟩ ?_ ?_ y
      · rintro a ⟨k, rfl | rfl⟩
        · exact ⟨k, Or.inr rfl⟩
        · exact ⟨k, Or.inl (hσ _).1⟩
      · rintro a ⟨k, rfl | rfl⟩
        · obtain ⟨m, hm⟩ := Nat.exists_eq_succ_of_ne_zero hpos.ne'
          have h1 := Function.iterate_add_minimalPeriod_eq (f := step σ τ) (x := x) (n := k)
          rw [hm, Nat.add_succ, Function.iterate_succ_apply'] at h1
          refine ⟨k + m, Or.inr ?_⟩
          rw [← h1]
          exact (hτ _).1
        · exact ⟨k + 1, Or.inl (Function.iterate_succ_apply' (step σ τ) k x).symm⟩
    obtain ⟨k, hk⟩ := hr
    have hm := Function.iterate_mod_minimalPeriod_eq (f := step σ τ) (x := x) (n := k)
    rcases hk with rfl | rfl
    · exact ⟨(⟨k % _, Nat.mod_lt _ hpos⟩, false), hm⟩
    · exact ⟨(⟨k % _, Nat.mod_lt _ hpos⟩, true), congrArg σ hm⟩
```

## (e) Every connected diagram is a ring

For a connected diagram with \(2(n+1)\) legs and any leg \(x\), find a bijection \(e\) from the reference legs with
\[ev=\sigma e,\qquad er=\tau e,\qquad e(0,\mathtt{false})=x.\]

**Solution.** By (d), \(2N=2(n+1)\), so \(N=n+1\). Set \(e(k,\mathtt{false})=s^kx\) and \(e(k,\mathtt{true})=\sigma s^kx\). The first equation is immediate. For the second, \(\tau e(k,\mathtt{true})=s^{k+1}x=e(k+1,\mathtt{false})\), which closes at \(k=n\) because \(s^{n+1}x=x\). Applying \(\tau\) gives the remaining legs.

```lean
/-- Every connected diagram of `n + 1` two-leg vertices is the standard ring after a
relabelling of its legs, and the first label can be put on any chosen leg. -/
theorem exists_labelling [Fintype α] (hσ : IsPairing σ) (hτ : IsPairing τ)
    (h : Joined σ τ) (hc : Fintype.card α = 2 * (n + 1)) (x : α) :
    ∃ e : Leg n ≃ α, (∀ p, e (vertexPairing n p) = σ (e p)) ∧
      (∀ p, e (ringPairing n p) = τ (e p)) ∧ e (0, false) = x := by
  -- counting legs shows that the walk closes after `n + 1` steps
  have hp : Function.minimalPeriod (step σ τ) x = n + 1 := by
    have := Fintype.card_of_bijective (traverse_bijective hσ hτ h x rfl)
    simp only [Fintype.card_prod, Fintype.card_fin, Fintype.card_bool] at this
    omega
  have hs : ∀ i : Fin (n + 1), (step σ τ)^[((i + 1 : Fin (n + 1)) : ℕ)] x
      = τ (σ ((step σ τ)^[(i : ℕ)] x)) := fun i => by
    have h1 := Function.iterate_mod_minimalPeriod_eq (f := step σ τ) (x := x)
      (n := (i : ℕ) + 1)
    rw [hp] at h1
    have h2 : ((i + 1 : Fin (n + 1)) : ℕ) = ((i : ℕ) + 1) % (n + 1) := by
      rw [Fin.val_add, Fin.val_one', Nat.add_mod_mod]
    exact (congrArg (fun m => (step σ τ)^[m] x) h2).trans
      (h1.trans (Function.iterate_succ_apply' _ _ _))
  refine ⟨Equiv.ofBijective _ (traverse_bijective hσ hτ h x hp), ?_, ?_, rfl⟩
  · rintro ⟨i, _ | _⟩
    · rfl
    · exact (hσ _).1.symm
  · rintro ⟨i, _ | _⟩
    · obtain ⟨j, rfl⟩ : ∃ j, i = j + 1 := ⟨i - 1, (sub_add_cancel i 1).symm⟩
      change σ ((step σ τ)^[((j + 1 - 1 : Fin (n + 1)) : ℕ)] x)
        = τ ((step σ τ)^[((j + 1 : Fin (n + 1)) : ℕ)] x)
      rw [add_sub_cancel_right, hs, (hτ _).1]
    · exact hs i
```

## (f) Induction around the ring

Let \(P\) hold for \((0,\mathtt{false})\) and be passed on by \(v\) and \(r\). Show for every reference leg \(p\) that
\[P(p).\]

**Solution.** Since \(rv(k,\mathtt{false})=(k+1,\mathtt{false})\), induction on \(k\) reaches all `false` legs. Then \(v\) reaches the `true` legs.

```lean
/-- A property of the first leg of the standard ring that is passed on by vertices and
propagators holds for all its legs. -/
theorem ring_induction {P : Leg n → Prop} (h0 : P (0, false))
    (h1 : ∀ p, P p → P (vertexPairing n p)) (h2 : ∀ p, P p → P (ringPairing n p))
    (p : Leg n) : P p := by
  have key : ∀ k (hk : k < n + 1), P (⟨k, hk⟩, false) := by
    intro k
    induction k with
    | zero => intro hk; exact h0
    | succ k ih =>
      intro hk
      have e : (⟨k + 1, hk⟩ : Fin (n + 1)) = ⟨k, by omega⟩ + 1 :=
        Fin.ext (by
          rw [Fin.val_add, Fin.val_one', Nat.add_mod_mod]
          exact (Nat.mod_eq_of_lt hk).symm)
      rw [e]
      exact h2 _ (h1 _ (ih (by omega)))
  obtain ⟨⟨k, hk⟩, _ | _⟩ := p
  · exact key k hk
  · exact h1 _ (key k hk)
```

## (g) A relabelled ring is connected

Assume the first two equations of (e). Show that for all legs \(a,b\) some \(g\) in the group generated by \(\sigma\) and \(\tau\) satisfies
\[ga=b.\]

**Solution.** By (f), every leg is the image of \(x_0=e(0,\mathtt{false})\) under a group element. If \(a=hx_0\) and \(b=kx_0\), take \(g=kh^{-1}\).

```lean
/-- A diagram that is a relabelled standard ring is connected. -/
theorem joined_of_labelling (e : Leg n ≃ α) (hσ : ∀ p, e (vertexPairing n p) = σ (e p))
    (hτ : ∀ p, e (ringPairing n p) = τ (e p)) : Joined σ τ := by
  have key : ∀ p, ∃ g ∈ Subgroup.closure ({σ, τ} : Set (Perm α)), g (e (0, false)) = e p :=
    ring_induction ⟨1, one_mem _, rfl⟩
      (fun p ⟨g, hg, h⟩ => ⟨σ * g, mul_mem (Subgroup.subset_closure (by simp)) hg,
        by rw [Perm.mul_apply, h, hσ]⟩)
      (fun p ⟨g, hg, h⟩ => ⟨τ * g, mul_mem (Subgroup.subset_closure (by simp)) hg,
        by rw [Perm.mul_apply, h, hτ]⟩)
  unfold Joined
  refine ⟨fun a b => ?_⟩
  obtain ⟨g, hg, h⟩ := key (e.symm a)
  obtain ⟨k, hk, h'⟩ := key (e.symm b)
  rw [Equiv.apply_symm_apply] at h h'
  refine ⟨⟨k * g⁻¹, mul_mem hk (inv_mem hg)⟩, ?_⟩
  change k (g⁻¹ a) = b
  rw [← h, show g⁻¹ (g (e (0, false))) = e (0, false) from g.symm_apply_apply _, h']
```

## (h) Cycle type of a pairing

Show that a pairing of \(2m\) legs has cycle type
\[(\underbrace{2,\dots,2}_{m}).\]

**Solution.** Cycle lengths divide 2 because \(\sigma^2=1\), and no leg is fixed. The lengths add up to \(2m\).

```lean
/-- A pairing of `2 m` legs consists of `m` two-cycles. -/
theorem cycleType_eq [Fintype α] [DecidableEq α] (hσ : IsPairing σ) {m : ℕ}
    (hc : Fintype.card α = 2 * m) : σ.cycleType = Multiset.replicate m 2 := by
  have h2 : ∀ b ∈ σ.cycleType, b = 2 := fun b hb =>
    le_antisymm (Nat.le_of_dvd two_pos ((Perm.dvd_of_mem_cycleType hb).trans
      (orderOf_dvd_of_pow_eq_one (by ext a; simp [pow_two, (hσ a).1]))))
      (Perm.two_le_of_mem_cycleType hb)
  have h5 := Multiset.eq_replicate_card.2 h2
  have hs : σ.support = Finset.univ :=
    Finset.eq_univ_iff_forall.2 fun a => Perm.mem_support.2 (hσ a).2
  have h6 := σ.sum_cycleType
  rw [h5, Multiset.sum_replicate, hs, Finset.card_univ, hc, smul_eq_mul] at h6
  have h7 : Multiset.card σ.cycleType = m := by omega
  rw [h5, h7]
```

## (i) The number of connected contractions

Fix \(\sigma\) on \(2(n+1)\) legs, and let \(C\) be the number of pairings \(\tau\) that make the diagram connected. Show that
\[C=2^n\,n!.\]

**Solution.** Count the labellings \(e\) with \(ev=\sigma e\). One exists, since by (h) pairings of equally many legs are conjugate. The others differ from it by a permutation commuting with \(\sigma\) (the map `Ψ`). Such a permutation rearranges the vertices and may swap the legs of each, so there are \(2^{n+1}(n+1)!\) labellings.

The map `Φ` sends \(e\) to the contraction \(ere^{-1}\), connected by (a) and (g), together with the marked leg \(e(0,\mathtt{false})\). Every such pair arises, by (e), and only once, by (f). Hence \(2(n+1)\,C=2^{n+1}(n+1)!\).

For \(n=0\) the single contraction is \(\tau=\sigma\). For \(n=1\), two of the three pairings of four legs are connected.

```lean
/-- For `n + 1` two-leg vertices, exactly `2 ^ n * n!` full contractions of the legs give a
connected diagram. -/
theorem card_connected [Fintype α] [DecidableEq α] (hσ : IsPairing σ)
    (hc : Fintype.card α = 2 * (n + 1)) :
    Nat.card {τ : Perm α // IsPairing τ ∧ Joined σ τ} = 2 ^ n * n ! := by
  have hv : IsPairing (vertexPairing n) := by
    rintro ⟨i, _ | _⟩ <;> simp [vertexPairing]
  have hr : IsPairing (ringPairing n) := by
    rintro ⟨i, _ | _⟩ <;> simp [ringPairing]
  -- one labelling of the legs that respects the vertices
  obtain ⟨e₀, he₀⟩ : ∃ e : Leg n ≃ α, ∀ p, e (vertexPairing n p) = σ (e p) := by
    have f : Leg n ≃ α := Fintype.equivOfCardEq (by
      rw [hc, Fintype.card_prod, Fintype.card_fin, Fintype.card_bool, mul_comm])
    obtain ⟨c, hcσ⟩ := isConj_iff.1 (Perm.isConj_iff_cycleType_eq.2
      ((cycleType_eq (hv.relabel f) hc).trans (cycleType_eq hσ hc).symm))
    exact ⟨f.trans c, fun p => by rw [← hcσ]; simp [Equiv.permCongr_apply]⟩
  -- all others differ from it by a permutation commuting with `σ`
  let E := {e : Leg n ≃ α // ∀ p, e (vertexPairing n p) = σ (e p)}
  let Ψ : Subgroup.centralizer {σ} ≃ E :=
    { toFun := fun g => ⟨e₀.trans g.1, fun p => by
        have hg := Subgroup.mem_centralizer_singleton_iff.1 g.2
        have := congrArg (fun k : Perm α => k (e₀ p)) hg
        simpa [he₀] using this⟩
      invFun := fun e => ⟨e₀.symm.trans e.1, by
        rw [Subgroup.mem_centralizer_singleton_iff]
        refine Equiv.ext fun a => ?_
        obtain ⟨p, rfl⟩ := e₀.surjective a
        change e.1 (e₀.symm (σ (e₀ p))) = σ (e.1 (e₀.symm (e₀ p)))
        rw [← he₀, Equiv.symm_apply_apply, Equiv.symm_apply_apply, e.2]⟩
      left_inv := fun g => Subtype.ext (Equiv.ext fun a => by simp)
      right_inv := fun e => Subtype.ext (Equiv.ext fun a => by simp) }
  have hE : Nat.card E = 2 ^ (n + 1) * (n + 1)! := by
    have h1 : (Multiset.replicate (n + 1) 2).toFinset = {2} := by
      ext b
      rw [Multiset.mem_toFinset, Multiset.mem_replicate]
      simp
    have h2 : 2 * (n + 1) - (n + 1) * 2 = 0 := by omega
    rw [← Nat.card_congr Ψ, Perm.nat_card_centralizer, cycleType_eq hσ hc, h1,
      Finset.prod_singleton, Multiset.count_replicate_self, Multiset.sum_replicate,
      Multiset.prod_replicate, smul_eq_mul]
    simp only [hc, h2, Nat.factorial_zero, one_mul]
  -- a labelling is the same as a connected contraction with a marked leg
  let Φ : E → {τ : Perm α // IsPairing τ ∧ Joined σ τ} × α := fun e =>
    (⟨e.1.permCongr (ringPairing n), hr.relabel e.1,
      joined_of_labelling e.1 e.2 fun p => by simp [Equiv.permCongr_apply]⟩, e.1 (0, false))
  have hΦ : Function.Bijective Φ := by
    constructor
    · rintro ⟨e, he⟩ ⟨e', he'⟩ h
      have h1 : e.permCongr (ringPairing n) = e'.permCongr (ringPairing n) :=
        congrArg (fun q => q.1.1) h
      have h2 : e (0, false) = e' (0, false) := congrArg Prod.snd h
      refine Subtype.ext (Equiv.ext (ring_induction (P := fun p => e p = e' p) h2 ?_ ?_))
      · intro p hp
        rw [he, he', hp]
      · intro p hp
        have h3 := congrArg (fun g : Perm α => g (e p)) h1
        simp only [Equiv.permCongr_apply, Equiv.symm_apply_apply] at h3
        rw [hp, Equiv.symm_apply_apply] at h3
        exact h3
    · rintro ⟨⟨τ, hτ, hj⟩, x⟩
      obtain ⟨e, h1, h2, h3⟩ := exists_labelling hσ hτ hj hc x
      refine ⟨⟨e, h1⟩, Prod.ext (Subtype.ext (Equiv.ext fun a => ?_)) h3⟩
      change e (ringPairing n (e.symm a)) = τ a
      rw [h2, Equiv.apply_symm_apply]
  have hcount := Nat.card_congr (Equiv.ofBijective Φ hΦ)
  rw [hE, Nat.card_prod, Nat.card_eq_fintype_card (α := α), hc] at hcount
  refine Nat.eq_of_mul_eq_mul_right (show 0 < 2 * (n + 1) by omega) ?_
  rw [← hcount, Nat.factorial_succ, pow_succ]
  ring
```

## (j) The weight of the ring

The exponential series contributes \(1/(n+1)!\), and each vertex a factor \(\tfrac12\). Show that
\[\frac{C}{2^{n+1}(n+1)!}=\frac1{2(n+1)}.\]

**Solution.** Insert (i) and cancel \(2^n\,n!\). Lean does this in the rationals.

```lean
/-- Divided by `2 ^ (n + 1) * (n + 1)!`, the number of connected contractions of `n + 1`
two-leg vertices is the ring weight `1 / (2 (n + 1))`. -/
theorem ring_weight [Fintype α] [DecidableEq α] (hσ : IsPairing σ)
    (hc : Fintype.card α = 2 * (n + 1)) :
    (Nat.card {τ : Perm α // IsPairing τ ∧ Joined σ τ} : ℚ) / (2 ^ (n + 1) * (n + 1)!)
      = 1 / (2 * (n + 1)) := by
  rw [card_connected hσ hc, div_eq_div_iff (by positivity) (by positivity),
    Nat.factorial_succ]
  push_cast
  ring

end RingDiagrams
```

```lean
#print axioms RingDiagrams.ring_weight
-- 'RingDiagrams.ring_weight' depends on axioms: [propext, Classical.choice, Quot.sound]
```

## Summing the rings

Let \(\phi\) have mean zero and covariance matrix \(G\), and let \(V\) be symmetric. The perturbation multiplies the Gaussian weight by \(e^{-\frac12\phi^TV\phi}\), so each vertex also brings a sign \(-1\). Let \(Z\) and \(Z_0\) be the partition functions with and without the perturbation. Apart from the signs and the factors in (j), each connected contraction has the value \(\operatorname{Tr}(GV)^{n+1}\), the trace of the matrix power. Wick's theorem, this equality of values and the restriction of the logarithm to connected diagrams are used here without a formal proof. For small \(GV\),
\[\ln\frac{Z}{Z_0}=\sum_{n\ge0}\frac{(-1)^{n+1}}{2(n+1)}\operatorname{Tr}(GV)^{n+1}=-\tfrac12\operatorname{Tr}\ln(1+GV).\]
In coupled-dipole models of dispersion energies, where the oscillators are harmonic and the coupling is quadratic, a logarithm of this form gives the interaction energy after integration over imaginary frequency.
